# Invariants of degree at most |G| separate the orbits of a finite linear group G, and C_n in the plane needs degree n

If a finite group G acts linearly on a real vector space of finite dimension, any two points in different orbits are separated by an invariant polynomial of degree at most |G|. For the rotation group C_n of the plane, n ≥ 1, some pair of inequivalent points needs degree n, so no smaller bound that depends only on |G| holds for every finite group.

For interatomic potentials fitted in invariant polynomials, this bounds the degree needed to distinguish inequivalent configurations under a finite linear symmetry group, such as a point group or permutations of identical atoms; continuous rotations and translations are excluded. The bound can be far from the degree needed: for permutations of the Cartesian positions of N identical atoms |G| = N!, but degree N suffices.

```lean
import Mathlib

open Matrix MvPolynomial ComplexConjugate

namespace InvariantDescriptorDegree

noncomputable section

variable {G ι : Type*} [Group G] [Fintype ι] [DecidableEq ι]
```

A configuration z has real coordinates z_i, with i in a finite index set `ι`. The homomorphism ρ assigns to each g in G a real matrix ρ(g), which need not be orthogonal. Invariance of a polynomial p means p(ρ(g)z) = p(z) for all g and z.

```lean
/-- A polynomial descriptor is invariant if it takes the same value at `z` and at every
symmetry image of `z`. -/
def IsInvariant (ρ : G →* Matrix ι ι ℝ) (p : MvPolynomial ι ℝ) : Prop :=
  ∀ g z, eval (ρ g *ᵥ z) p = eval z p
```

Points x and y are equivalent if some ρ(g) carries x to y.

```lean
/-- Two configurations are symmetry-equivalent if a group element carries the first to the
second. -/
def SameOrbit (ρ : G →* Matrix ι ι ℝ) (x y : ι → ℝ) : Prop :=
  ∃ g, ρ g *ᵥ x = y
```

For a row vector c and a real number t, let P be the product over g of the polynomials t − Σ_i (cρ(g))_i X_i.

```lean
/-- The product over the group of the affine functions `t - c · (g z)` of the configuration
`z`. -/
def orbitProduct [Fintype G] (ρ : G →* Matrix ι ι ℝ) (c : ι → ℝ) (t : ℝ) :
    MvPolynomial ι ℝ :=
  ∏ g, (C t - ∑ i, C ((c ᵥ* ρ g) i) * X i)
```

## (a) A linear form for finitely many vectors

Given finitely many nonzero vectors v_k, find one c with

c·v_k ≠ 0 for every k.

Suppose every c fails for some k. Then ∏_k (Σ_i v_k,i X_i) vanishes everywhere, so it is the zero polynomial (`MvPolynomial.funext`). A product of polynomials is zero only if a factor is. Evaluating that factor at the unit vectors gives v_k = 0, a contradiction.

```lean
/-- For finitely many nonzero vectors there is one linear form that vanishes on none of
them. -/
theorem exists_linear_form {κ : Type*} [Fintype κ] (v : κ → ι → ℝ) (hv : ∀ k, v k ≠ 0) :
    ∃ c : ι → ℝ, ∀ k, c ⬝ᵥ v k ≠ 0 := by
  by_contra! H
  -- otherwise a product of nonzero linear polynomials vanishes everywhere
  have hP : (∏ k, ∑ i, C (v k i) * X i : MvPolynomial ι ℝ) = 0 := by
    apply MvPolynomial.funext
    intro c
    obtain ⟨k, hk⟩ := H c
    rw [map_prod, map_zero]
    exact Finset.prod_eq_zero (Finset.mem_univ k) (by simpa [dotProduct, mul_comm] using hk)
  obtain ⟨k, _, hk⟩ := Finset.prod_eq_zero_iff.mp hP
  apply hv k
  ext i
  have h := congrArg (eval (Pi.single i (1 : ℝ))) hk
  simpa [Pi.single_apply] using h
```

## (b) Values of the orbit product

Show that

P(z) = ∏_g (t − c·(ρ(g)z)).

In each factor, Σ_i (cρ(g))_i z_i = (cρ(g))·z = c·(ρ(g)z), which is `Matrix.dotProduct_mulVec`.

```lean
/-- The value of the orbit product at `z` is the product of the numbers `t - c · (g z)`. -/
theorem eval_orbitProduct [Fintype G] (ρ : G →* Matrix ι ι ℝ) (c : ι → ℝ) (t : ℝ)
    (z : ι → ℝ) : eval z (orbitProduct ρ c t) = ∏ g, (t - c ⬝ᵥ (ρ g *ᵥ z)) := by
  simp only [orbitProduct, map_prod, map_sub, map_sum, map_mul, eval_C, eval_X,
    Matrix.dotProduct_mulVec]
  rfl
```

## (c) Invariance and degree

Show that

P(ρ(h)z) = P(z) and deg P ≤ |G|.

By (b), P(ρ(h)z) = ∏_g (t − c·(ρ(gh)z)). The map g ↦ gh, `Equiv.mulRight h` in the code, only permutes the factors. Each of the |G| factors has degree at most 1.

```lean
/-- The orbit product is an invariant polynomial whose degree is at most the order of the
group. -/
theorem orbitProduct_invariant_degree [Fintype G] (ρ : G →* Matrix ι ι ℝ) (c : ι → ℝ)
    (t : ℝ) : IsInvariant ρ (orbitProduct ρ c t) ∧
      (orbitProduct ρ c t).totalDegree ≤ Fintype.card G := by
  constructor
  · intro h z
    -- a symmetry operation only permutes the factors
    rw [eval_orbitProduct, eval_orbitProduct,
      ← Equiv.prod_comp (Equiv.mulRight h) (fun g => t - c ⬝ᵥ (ρ g *ᵥ z))]
    refine Finset.prod_congr rfl fun g _ => ?_
    simp only [Equiv.coe_mulRight, map_mul, Matrix.mulVec_mulVec]
  · have hfac : ∀ g : G,
        (C t - ∑ i, C ((c ᵥ* ρ g) i) * X i : MvPolynomial ι ℝ).totalDegree ≤ 1 := by
      intro g
      refine (totalDegree_sub _ _).trans (max_le (by simp) ?_)
      refine totalDegree_finsetSum_le fun i _ => ?_
      refine (totalDegree_mul _ _).trans ?_
      simp
    refine (MvPolynomial.totalDegree_finsetProd _ _).trans ?_
    refine (Finset.sum_le_sum fun g _ => hfac g).trans ?_
    simp
```

## (d) Separating two orbits

For inequivalent x and y, find an invariant p with

deg p ≤ |G| and p(x) ≠ p(y).

All vectors y − ρ(g)x are nonzero, so (a) supplies c. Take p = P with t = c·y. The factor g = 1 gives P(y) = 0, while P(x) = ∏_g c·(y − ρ(g)x) ≠ 0.

For infinite groups, separation can fail at every degree: the nonzero reals acting on ℝ by multiplication put 0 and 1 in different orbits, but their invariant polynomials are constant.

```lean
/-- Configurations in different orbits of a finite linear symmetry group are separated by an
invariant polynomial of degree at most the order of the group. -/
theorem separation_degree_le_card [Fintype G] (ρ : G →* Matrix ι ι ℝ) {x y : ι → ℝ}
    (hxy : ¬ SameOrbit ρ x y) :
    ∃ p : MvPolynomial ι ℝ, IsInvariant ρ p ∧ p.totalDegree ≤ Fintype.card G ∧
      eval x p ≠ eval y p := by
  obtain ⟨c, hc⟩ := exists_linear_form (fun g => y - ρ g *ᵥ x)
    (fun g h => hxy ⟨g, (sub_eq_zero.mp h).symm⟩)
  obtain ⟨hinv, hdeg⟩ := orbitProduct_invariant_degree ρ c (c ⬝ᵥ y)
  refine ⟨_, hinv, hdeg, ?_⟩
  -- the product vanishes at `y` (factor of the identity) but not at `x`
  have hy : eval y (orbitProduct ρ c (c ⬝ᵥ y)) = 0 := by
    rw [eval_orbitProduct]
    exact Finset.prod_eq_zero (Finset.mem_univ 1) (by rw [map_one, one_mulVec, sub_self])
  rw [hy, eval_orbitProduct]
  refine Finset.prod_ne_zero_iff.mpr fun g _ => ?_
  rw [← dotProduct_sub]
  exact hc g
```

## (e) Rotation as complex multiplication

For n ≥ 1, C_n is the group of complex n-th roots of unity u, acting by rotation matrices. (The Lean definition also admits n = 0, where u runs over all nonzero complex numbers and the matrices also scale.) Write I for the imaginary unit.

```lean
/-- For `n ≥ 1`, the rotation group `C_n` of the plane: each complex `n`-th root of unity acts by
its rotation matrix. -/
def planeRotation (n : ℕ) : rootsOfUnity n ℂ →* Matrix (Fin 2) (Fin 2) ℝ where
  toFun u := !![((u : ℂˣ) : ℂ).re, -((u : ℂˣ) : ℂ).im; ((u : ℂˣ) : ℂ).im, ((u : ℂˣ) : ℂ).re]
  map_one' := by
    ext i j
    fin_cases i <;> fin_cases j <;> simp
  map_mul' u v := by
    ext i j
    fin_cases i <;> fin_cases j <;> simp [Matrix.mul_apply, Fin.sum_univ_two] <;> ring
```

A plane vector v = (v₀, v₁) corresponds to z = v₀ + I v₁.

```lean
/-- The point of the plane as a complex number. -/
def toComplex (v : Fin 2 → ℝ) : ℂ := ⟨v 0, v 1⟩
```

Show that

(ρ(u)v)₀ = Re(uz) and (ρ(u)v)₁ = Im(uz).

With u = r + I s, the product is uz = (r v₀ − s v₁) + I (s v₀ + r v₁), whose parts are the rows of the matrix product.

```lean
/-- Rotating a point of the plane is multiplying its complex number by the root of unity. -/
theorem planeRotation_mulVec (n : ℕ) (u : rootsOfUnity n ℂ) (v : Fin 2 → ℝ) :
    (planeRotation n u *ᵥ v) 0 = (((u : ℂˣ) : ℂ) * toComplex v).re ∧
    (planeRotation n u *ᵥ v) 1 = (((u : ℂˣ) : ℂ) * toComplex v).im := by
  constructor <;>
    simp [planeRotation, toComplex, Matrix.mulVec, dotProduct, Fin.sum_univ_two] <;> ring
```

## (f) A vanishing sum over roots of unity

From here n ≥ 1 (`NeZero n`), so C_n is finite.

```lean
/-- For `n ≠ 0` the group of complex `n`-th roots of unity is finite. -/
instance rootsFintype (n : ℕ) [NeZero n] : Fintype (rootsOfUnity n ℂ) :=
  Fintype.ofFinite _
```

For distinct a, b < n, show that

S = Σ_u u^a ū^b = 0.

Take a primitive root ω and q = ω^a ω̄^b. Since |ω| = 1, q = ω^(a−b) ≠ 1 (`hne`). Replacing u by ωu permutes the sum, so S = qS (`hS`) and hence S = 0.

```lean
/-- For distinct `a, b < n` the sum of `u ^ a * conj u ^ b` over the `n`-th roots of unity
vanishes. -/
theorem root_sum_eq_zero (n : ℕ) [NeZero n] {a b : ℕ} (ha : a < n) (hb : b < n)
    (hab : a ≠ b) :
    ∑ u : rootsOfUnity n ℂ, ((u : ℂˣ) : ℂ) ^ a * conj ((u : ℂˣ) : ℂ) ^ b = 0 := by
  obtain ⟨ω, hω⟩ : ∃ ω : ℂ, IsPrimitiveRoot ω n :=
    ⟨_, Complex.isPrimitiveRoot_exp n (NeZero.ne n)⟩
  have h1 : ω * conj ω = 1 := by
    rw [Complex.mul_conj, Complex.normSq_eq_norm_sq,
      Complex.norm_eq_one_of_pow_eq_one hω.pow_eq_one (NeZero.ne n)]
    norm_num
  have hne : ω ^ a * conj ω ^ b ≠ 1 := by
    intro h
    apply hab
    apply hω.pow_inj ha hb
    calc ω ^ a = ω ^ a * (ω * conj ω) ^ b := by rw [h1, one_pow, mul_one]
      _ = (ω ^ a * conj ω ^ b) * ω ^ b := by rw [mul_pow]; ring
      _ = ω ^ b := by rw [h, one_mul]
  obtain ⟨g, hg⟩ : ∃ g : rootsOfUnity n ℂ, ((g : ℂˣ) : ℂ) = ω :=
    ⟨rootsOfUnity.mkOfPowEq ω hω.pow_eq_one, rootsOfUnity.coe_mkOfPowEq _⟩
  -- shifting the sum by a primitive root multiplies it by a number other than one
  have hS : (ω ^ a * conj ω ^ b) *
      ∑ u : rootsOfUnity n ℂ, ((u : ℂˣ) : ℂ) ^ a * conj ((u : ℂˣ) : ℂ) ^ b =
      ∑ u : rootsOfUnity n ℂ, ((u : ℂˣ) : ℂ) ^ a * conj ((u : ℂˣ) : ℂ) ^ b := by
    rw [Finset.mul_sum, ← Equiv.sum_comp (Equiv.mulLeft g)
      (fun u : rootsOfUnity n ℂ => ((u : ℂˣ) : ℂ) ^ a * conj ((u : ℂˣ) : ℂ) ^ b)]
    refine Finset.sum_congr rfl fun u _ => ?_
    simp only [Equiv.coe_mulLeft, Subgroup.coe_mul, Units.val_mul, hg, map_mul, mul_pow]
    ring
  have h0 : (ω ^ a * conj ω ^ b - 1) *
      ∑ u : rootsOfUnity n ℂ, ((u : ℂˣ) : ℂ) ^ a * conj ((u : ℂˣ) : ℂ) ^ b = 0 := by
    rw [sub_mul, one_mul, hS, sub_self]
  exact (mul_eq_zero.mp h0).resolve_left (sub_ne_zero.mpr hne)
```

## (g) Group sums of monomials

Let M_ijab(z) = (Re z)^i (Im z)^j z^a z̄^b.

```lean
/-- The monomial `(Re z) ^ i (Im z) ^ j z ^ a (conj z) ^ b`. -/
def mixed (i j a b : ℕ) (z : ℂ) : ℂ :=
  (z.re : ℂ) ^ i * (z.im : ℂ) ^ j * (z ^ a * conj z ^ b)
```

If |z| = |w| and i + j + a + b < n, show that

Σ_u M_ijab(uz) = Σ_u M_ijab(uw).

Induct on i, then on j, for all a and b, using

M_(i+1)jab = (M_ij(a+1)b + M_ija(b+1)) / 2
M_0(j+1)ab = (M_0j(a+1)b − M_0ja(b+1)) / (2I).

Both preserve the total degree. At i = j = 0 the sum is z^a z̄^b Σ_u u^a ū^b. For a ≠ b it vanishes by (f); for a = b the prefactor is |z|^(2a) = |w|^(2a).

```lean
/-- The sum over `C_n` of a mixed monomial of total degree below `n` is the same at any two
points of equal norm. -/
theorem sum_mixed_radial (n : ℕ) [NeZero n] {z w : ℂ}
    (h : Complex.normSq z = Complex.normSq w) (i j a b : ℕ) (hd : i + j + a + b < n) :
    ∑ u : rootsOfUnity n ℂ, mixed i j a b (((u : ℂˣ) : ℂ) * z) =
      ∑ u : rootsOfUnity n ℂ, mixed i j a b (((u : ℂˣ) : ℂ) * w) := by
  induction i generalizing a b with
  | succ i ih =>
    -- replace one factor `Re v` by `(v + conj v) / 2`
    have hs : ∀ v, mixed (i + 1) j a b v =
        (mixed i j (a + 1) b v + mixed i j a (b + 1) v) / 2 := by
      intro v
      unfold mixed
      linear_combination ((v.re : ℂ) ^ i * (v.im : ℂ) ^ j * v ^ a * conj v ^ b) *
        Complex.re_eq_add_conj v
    simp only [hs, ← Finset.sum_div, Finset.sum_add_distrib]
    rw [ih (a + 1) b (by omega), ih a (b + 1) (by omega)]
  | zero =>
    induction j generalizing a b with
    | succ j ih =>
      -- replace one factor `Im v` by `(v - conj v) / (2 I)`
      have hs : ∀ v, mixed 0 (j + 1) a b v =
          (mixed 0 j (a + 1) b v - mixed 0 j a (b + 1) v) / (2 * Complex.I) := by
        intro v
        unfold mixed
        linear_combination ((v.im : ℂ) ^ j * v ^ a * conj v ^ b) * Complex.im_eq_sub_conj v
      simp only [hs, ← Finset.sum_div, Finset.sum_sub_distrib]
      rw [ih (a + 1) b (by omega), ih a (b + 1) (by omega)]
    | zero =>
      have hs : ∀ u v : ℂ, mixed 0 0 a b (u * v) =
          (u ^ a * conj u ^ b) * (v ^ a * conj v ^ b) := by
        intro u v
        simp only [mixed, pow_zero, one_mul, map_mul, mul_pow]
        ring
      simp only [hs, ← Finset.sum_mul]
      by_cases hab : a = b
      · subst hab
        have hz : z ^ a * conj z ^ a = w ^ a * conj w ^ a := by
          rw [← mul_pow, ← mul_pow, Complex.mul_conj, Complex.mul_conj, h]
        rw [hz]
      · rw [root_sum_eq_zero n (by omega) (by omega) hab, zero_mul, zero_mul]
```

## (h) Low-degree invariants are radial

For a C_n-invariant p with deg p < n, show that

x₀² + x₁² = y₀² + y₁² implies p(x) = p(y).

Expand p in monomials X₀^d₀ X₁^d₁, where d₀ + d₁ < n. By (e), and (g) with a = b = 0, Σ_u p(ρ(u)x) = Σ_u p(ρ(u)y) (`hsum`). Invariance turns this into |C_n| p(x) = |C_n| p(y); divide by |C_n|, which is not zero.

```lean
/-- A `C_n`-invariant polynomial on the plane of degree below `n` takes equal values at points
of equal norm. -/
theorem low_degree_invariant_radial (n : ℕ) [NeZero n] {p : MvPolynomial (Fin 2) ℝ}
    (hp : IsInvariant (planeRotation n) p) (hdeg : p.totalDegree < n) {x y : Fin 2 → ℝ}
    (hxy : x 0 ^ 2 + x 1 ^ 2 = y 0 ^ 2 + y 1 ^ 2) : eval x p = eval y p := by
  have hN : Complex.normSq (toComplex x) = Complex.normSq (toComplex y) := by
    simp only [toComplex, Complex.normSq_apply]
    linarith
  have hexp : ∀ v : Fin 2 → ℝ, ∑ u, eval (planeRotation n u *ᵥ v) p =
      ∑ d ∈ p.support, p.coeff d * ∑ u : rootsOfUnity n ℂ,
        ((((u : ℂˣ) : ℂ) * toComplex v).re ^ d 0 *
          (((u : ℂˣ) : ℂ) * toComplex v).im ^ d 1) := by
    intro v
    simp only [eval_eq', Fin.prod_univ_two, (planeRotation_mulVec n _ v).1,
      (planeRotation_mulVec n _ v).2, Finset.mul_sum]
    exact Finset.sum_comm
  have hsum : ∑ u, eval (planeRotation n u *ᵥ x) p =
      ∑ u, eval (planeRotation n u *ᵥ y) p := by
    rw [hexp x, hexp y]
    refine Finset.sum_congr rfl fun d hd => ?_
    have hle := le_totalDegree hd
    rw [Finsupp.sum_fintype _ _ (fun _ => rfl), Fin.sum_univ_two] at hle
    congr 1
    apply Complex.ofReal_injective
    simpa only [Complex.ofReal_sum, Complex.ofReal_mul, Complex.ofReal_pow, mixed, pow_zero,
      mul_one] using sum_mixed_radial n hN (d 0) (d 1) 0 0 (by omega)
  -- an invariant polynomial equals its own group average
  have hp' : ∀ u z, eval (planeRotation n u *ᵥ z) p = eval z p := hp
  simp only [hp', Finset.sum_const, Finset.card_univ, nsmul_eq_mul] at hsum
  exact mul_left_cancel₀ (Nat.cast_ne_zero.mpr Fintype.card_ne_zero) hsum
```

## (i) Two points that need degree n

Show that |C_n| = n, and find inequivalent x and y such that, for every invariant p,

p(x) ≠ p(y) implies n ≤ deg p.

The n-th roots of unity number n. Take x = (1, 0) and y = (cos(π/n), sin(π/n)). A root u carrying x to y would be e^(Iπ/n), but then uⁿ = −1, not 1. Both points have norm 1, so (h) rules out deg p < n.

For n = 1 the group is trivial, the points are (1, 0) and (−1, 0), and the coordinate X₀ separates them with degree 1.

```lean
/-- For `n ≠ 0` the group `C_n` has order `n`, and there are two points of the plane in different
`C_n`-orbits that no invariant polynomial of degree below `n` separates. -/
theorem degree_bound_sharp (n : ℕ) [NeZero n] :
    Fintype.card (rootsOfUnity n ℂ) = n ∧
    ∃ x y : Fin 2 → ℝ, ¬ SameOrbit (planeRotation n) x y ∧
      ∀ p, IsInvariant (planeRotation n) p → eval x p ≠ eval y p → n ≤ p.totalDegree := by
  refine ⟨by rw [← Nat.card_eq_fintype_card]; exact Complex.card_rootsOfUnity n, ![1, 0],
    ![Real.cos (Real.pi / n), Real.sin (Real.pi / n)], ?_, ?_⟩
  · rintro ⟨u, hu⟩
    have h0 := congrFun hu 0
    have h1 := congrFun hu 1
    rw [(planeRotation_mulVec n u _).1] at h0
    rw [(planeRotation_mulVec n u _).2] at h1
    simp [toComplex] at h0 h1
    have hexp : ((u : ℂˣ) : ℂ) = Complex.exp ((Real.pi / n : ℝ) * Complex.I) := by
      apply Complex.ext
      · rw [Complex.exp_ofReal_mul_I_re]
        exact h0
      · rw [Complex.exp_ofReal_mul_I_im]
        exact h1
    -- the half-step rotation has `n`-th power `-1`, so it is not in the group
    have hpow : ((u : ℂˣ) : ℂ) ^ n = 1 := (mem_rootsOfUnity' n (u : ℂˣ)).mp u.2
    have hn : (n : ℂ) ≠ 0 := Nat.cast_ne_zero.mpr (NeZero.ne n)
    have harg : (n : ℂ) * ((Real.pi / n : ℝ) * Complex.I) = Real.pi * Complex.I := by
      push_cast
      field_simp
    rw [hexp, ← Complex.exp_nat_mul, harg, Complex.exp_pi_mul_I] at hpow
    norm_num at hpow
  · intro p hp hne
    by_contra hlt
    exact hne (low_degree_invariant_radial n hp (not_le.mp hlt) (by simp))

end

end InvariantDescriptorDegree
```

```lean
#print axioms InvariantDescriptorDegree.separation_degree_le_card
#print axioms InvariantDescriptorDegree.degree_bound_sharp
```

```
'InvariantDescriptorDegree.separation_degree_le_card' depends on axioms: [propext, Classical.choice, Quot.sound]
'InvariantDescriptorDegree.degree_bound_sharp' depends on axioms: [propext, Classical.choice, Quot.sound]
```
